# For a real symmetric matrix A, v†Av is the sum of A's quadratic forms on the real and imaginary parts of v

Let A be a real symmetric matrix over a finite index set, and let v = x + iy be a complex vector with real part x and imaginary part y. The theorem states that v†Av equals the real number x·Ax + y·Ay. If A is read as the matrix of an observable in a finite orthonormal basis, and v as the coefficients of a state in that basis, this is the expectation value when v†v = 1. The theorem itself does not assume normalisation, and for a general nonzero v one would divide by v†v. The proof compares real and imaginary parts separately: the real parts are matched term by term in a double sum, and the imaginary part is shown to vanish by exchanging the two indices and using the symmetry of A.

This version doesn't compile in Lean 4 with Mathlib:

```lean
import Mathlib

open Matrix ComplexConjugate

namespace DampedOscillators

noncomputable section

variable {n : Type*} [Fintype n]

/-- The quadratic form of a real matrix `A` on a complex displacement `v = x + i y`,
namely `x · A x + y · A y`. -/
def quadForm (A : Matrix n n ℝ) (v : n → ℂ) : ℝ :=
  (fun i => (v i).re) ⬝ᵥ (A *ᵥ fun i => (v i).re) +
    (fun i => (v i).im) ⬝ᵥ (A *ᵥ fun i => (v i).im)

/-- For a real symmetric matrix the expectation value `v† A v` is real and equals the
quadratic form of `A` on `v`. -/
theorem star_dotProduct_eq_quadForm {A : Matrix n n ℝ} (hA : A.IsHermitian) (v : n → ℂ) :
    star v ⬝ᵥ (A.map Complex.ofReal *ᵥ v) = (quadForm A v : ℂ) := by
  have hs : ∀ i j, A j i = A i j := fun i j => by simpa using hA.apply i j
  apply Complex.ext
  · simp only [quadForm, Matrix.mulVec, dotProduct, Pi.star_apply, Matrix.map_apply,
      Complex.re_sum, Finset.mul_sum, Complex.ofReal_re, ← Finset.sum_add_distrib]
    refine Finset.sum_congr rfl fun i _ => Finset.sum_congr rfl fun j _ => ?_
    simp [Complex.mul_re, Complex.mul_im]
    ring
  · -- the imaginary part is antisymmetric under exchange of the two indices
    have key : ∑ i, ∑ j, A i j * ((v i).re * (v j).im) =
        ∑ i, ∑ j, A i j * ((v i).im * (v j).re) := by
      rw [Finset.sum_comm]
      refine Finset.sum_congr rfl fun i _ => Finset.sum_congr rfl fun j _ => ?_
      rw [hs i j]
      ring
    have expand : (star v ⬝ᵥ (A.map Complex.ofReal *ᵥ v)).im =
        ∑ i, ∑ j, (A i j * ((v i).re * (v j).im) - A i j * ((v i).im * (v j).re)) := by
      simp only [Matrix.mulVec, dotProduct, Pi.star_apply, Matrix.map_apply,
        Complex.im_sum, Finset.mul_sum]
      refine Finset.sum_congr rfl fun i _ => Finset.sum_congr rfl fun j _ => ?_
      simp [Complex.mul_re, Complex.mul_im]
      ring
    rw [expand, Complex.ofReal_im]
    simp only [Finset.sum_sub_distrib]
    rw [key, sub_self]

end

end DampedOscillators
```

Compiling this gives:

```
Main.lean:27:4: error: No goals to be solved
```

Cause. The message "No goals to be solved" points to the `ring` that ends the real-part case. The `simp` just before it had already proved the goal, so `ring` had nothing to work on, and Lean reports that as an error.

At that point the goal concerns a single pair of indices `i`, `j`. Expanding the real part of the complex product gives a difference whose second term carries a minus sign from the conjugation of `v i`. `simp` turns the subtraction of a negative into an addition, and the result agrees with the right-hand side down to the order and bracketing of the factors. No algebraic rearrangement is left.

The diff deletes this `ring`, which is the whole cure. The similar `ring` inside `expand` stays: there the right-hand side was written with `A i j` in front of each product, so the factors still have to be reordered after `simp`.

This version goes through:

```diff
@@ -25,5 +25,4 @@
     refine Finset.sum_congr rfl fun i _ => Finset.sum_congr rfl fun j _ => ?_
     simp [Complex.mul_re, Complex.mul_im]
-    ring
   · -- the imaginary part is antisymmetric under exchange of the two indices
     have key : ∑ i, ∑ j, A i j * ((v i).re * (v j).im) =
```
